# Binding threshold of the square well: always in one dimension, $\sqrt{2V_0}\,a>\pi/2$ for the three-dimensional s-wave

Take a square well of depth $V_0>0$ and radius $a>0$ (the half-width in one dimension), in units where $\hbar$ and the particle mass are 1. A bound state has a wave number $k>0$ inside and a decay constant $\kappa>0$ outside, with $k^2+\kappa^2=2V_0$. The even matching condition of the one-dimensional well, $\kappa\cos ka=k\sin ka$, always has such a solution. The s-wave condition of the three-dimensional well, $\kappa\sin ka=-k\cos ka$, has one if and only if $\sqrt{2V_0}\,a>\pi/2$, and at most one when $\sqrt{2V_0}\,a\le 3\pi/2$. For one particle in a piecewise constant potential, this is the contrast between an arbitrarily weak well that binds an electron on a line and a spherical well that needs a minimum strength to bind it at zero angular momentum.

## The definitions

```lean
import Mathlib

open Real Set

namespace SquareWellThreshold

noncomputable section
```

These lines load Mathlib, allow short names such as `cos`, `π` and `Icc`, and open a namespace for the new names.

```lean
/-- Interior wave number `k > 0` and exterior decay constant `κ > 0` of a well of depth `V₀`
obey `k² + κ² = 2 V₀` (units `ħ = m = 1`). -/
def OnShell (V₀ k κ : ℝ) : Prop := 0 < k ∧ 0 < κ ∧ k ^ 2 + κ ^ 2 = 2 * V₀
```

A definition of type `Prop` is a statement about its arguments, and `∧` is "and". With $\hbar$ and the particle mass equal to 1, the potential is $-V_0$ inside the well and 0 outside. A bound state of energy $E$ with $-V_0<E<0$ oscillates inside with $k^2=2(E+V_0)$ and decays outside with $\kappa^2=-2E$. Adding the two relations removes $E$ and gives $k^2+\kappa^2=2V_0$. A pair with these properties is called on shell. The letter $m$ is free from here on and will denote a natural number.

```lean
/-- Matching condition at the wall for even states of the one-dimensional well. -/
def EvenMatch (a k κ : ℝ) : Prop := κ * cos (k * a) = k * sin (k * a)
```

In one dimension the well is $|x|<a$, so $a$ is the half-width. An even solution of $-\tfrac12\psi''+V\psi=E\psi$ is $\psi=\cos kx$ inside and $\psi=Ce^{-\kappa|x|}$ outside, with a constant $C$. Continuity of $\psi$ and $\psi'$ at $x=a$ reads
$$\cos ka=Ce^{-\kappa a},\qquad -k\sin ka=-\kappa\,Ce^{-\kappa a}.$$
The first equation fixes $C$, and the second then becomes $\kappa\cos ka=k\sin ka$. This is $k\tan ka=\kappa$ with the denominator cleared; nothing spurious enters, since $\cos ka=0$ would force $k\sin ka=0$.

```lean
/-- Matching condition at the wall for s-wave states of the three-dimensional well. -/
def SWaveMatch (a k κ : ℝ) : Prop := κ * sin (k * a) = -k * cos (k * a)
```

In three dimensions the well is $r<a$. For zero angular momentum, $u(r)=r\psi(r)$ obeys the same equation with $u(0)=0$, so $u=\sin kr$ inside and $u=Ce^{-\kappa r}$ outside. Matching at $r=a$ gives
$$\sin ka=Ce^{-\kappa a},\qquad k\cos ka=-\kappa\,Ce^{-\kappa a},$$
hence $\kappa\sin ka=-k\cos ka$. This reduction of the Schrödinger equation, like the examples at the end, is pencil work that Lean has not checked. The file starts from the two conditions as definitions on real numbers: it has no wave functions and no Hamiltonian, and it treats neither higher angular momenta nor other potential shapes.

```lean
/-- The wave number `k₀ = √(2 V₀)` set by the depth of the well. -/
def k₀ (V₀ : ℝ) : ℝ := √(2 * V₀)
```

This is $k_0=\sqrt{2V_0}$, the radius of the circle on which on-shell pairs lie. Lean writes function application without brackets, so `k₀ V₀ * a` is $k_0a$.

```lean
/-- The phase `Φ(k) = k a + arcsin (k / k₀)`. -/
def phase (V₀ a k : ℝ) : ℝ := k * a + arcsin (k / k₀ V₀)
```

The phase is $\Phi(k)=ka+\theta$ with $\theta=\arcsin(k/k_0)$, written `phase V₀ a k`. Lean's functions are defined everywhere (the root of a negative number is 0, division by zero gives 0, and `arcsin` is constant beyond $\pm1$), which is why $\Phi$ is continuous on the whole real line and why some statements below need no condition on $V_0$.

## The phase and its range

```lean
/-- The on-shell pairs are those with `0 < k < k₀` and `κ = √(2 V₀ - k²)`. -/
theorem onShell_iff {V₀ k κ : ℝ} :
    OnShell V₀ k κ ↔ 0 < k ∧ k < k₀ V₀ ∧ κ = √(2 * V₀ - k ^ 2) := by
  constructor
  · rintro ⟨hk, hκ, hs⟩
    refine ⟨hk, (Real.lt_sqrt hk.le).2 (by nlinarith), ?_⟩
    have h : 2 * V₀ - k ^ 2 = κ ^ 2 := by linarith
    rw [h, Real.sqrt_sq hκ.le]
  · rintro ⟨hk, hR, hκ⟩
    have h : k ^ 2 < 2 * V₀ := (Real.lt_sqrt hk.le).1 hR
    have hpos : 0 < 2 * V₀ - k ^ 2 := by linarith
    refine ⟨hk, ?_, ?_⟩
    · rw [hκ]
      exact Real.sqrt_pos.2 hpos
    · rw [hκ, Real.sq_sqrt hpos.le]
      ring
```

Before the colon stand the variables, after it the claim, and after `by` the proof; `↔` is "if and only if". The claim is that on-shell pairs are exactly those with $0<k<k_0$ and $\kappa=\sqrt{2V_0-k^2}$. By hand, $\kappa>0$ gives $k^2<2V_0$, so $k<k_0$, and $\kappa$ is the positive root of $2V_0-k^2$. Conversely $k<k_0$ makes $2V_0-k^2$ positive, so its root is positive and squares back. The tactic `constructor` splits the two directions, `rintro` names the three assumed facts, and `Real.lt_sqrt` is the equivalence of $k<\sqrt y$ with $k^2<y$ for $k\ge0$. The tactics `linarith` and `nlinarith` close linear and polynomial inequalities from the facts at hand.

```lean
/-- On shell, `k₀ cos Φ = κ cos ka - k sin ka` and `k₀ sin Φ = κ sin ka + k cos ka`. -/
theorem phase_identities {V₀ k κ : ℝ} (a : ℝ) (h : OnShell V₀ k κ) :
    k₀ V₀ * cos (phase V₀ a k) = κ * cos (k * a) - k * sin (k * a) ∧
    k₀ V₀ * sin (phase V₀ a k) = κ * sin (k * a) + k * cos (k * a) := by
  obtain ⟨hk, hkR, -⟩ := onShell_iff.1 h
  obtain ⟨-, hκ, hsum⟩ := h
  have hR : 0 < k₀ V₀ := hk.trans hkR
  have hR0 : k₀ V₀ ≠ 0 := hR.ne'
  have hR2 : k₀ V₀ ^ 2 = 2 * V₀ := Real.sq_sqrt (by nlinarith)
  have hne : k ^ 2 + κ ^ 2 ≠ 0 := by positivity
  have hsq : 1 - (k / k₀ V₀) ^ 2 = (κ / k₀ V₀) ^ 2 := by
    rw [div_pow, div_pow, hR2, ← hsum]
    field_simp
    ring
  -- polar form of the point (κ, k) on the circle of radius k₀
  have hs : k₀ V₀ * sin (arcsin (k / k₀ V₀)) = k := by
    have h0 : 0 < k / k₀ V₀ := div_pos hk hR
    rw [Real.sin_arcsin (by linarith) ((div_le_one hR).2 hkR.le)]
    field_simp
  have hc : k₀ V₀ * cos (arcsin (k / k₀ V₀)) = κ := by
    rw [Real.cos_arcsin, hsq, Real.sqrt_sq (div_pos hκ hR).le]
    field_simp
  unfold phase
  constructor
  · rw [Real.cos_add]
    linear_combination cos (k * a) * hc - sin (k * a) * hs
  · rw [Real.sin_add]
    linear_combination sin (k * a) * hc + cos (k * a) * hs
```

A hypothesis is an argument with a name: `h` says that the pair is on shell, and $a$ is any real number. Since $0<k/k_0<1$, we have $\sin\theta=k/k_0$, and
$$\cos\theta=\sqrt{1-k^2/k_0^2}=\sqrt{\kappa^2/k_0^2}=\kappa/k_0 .$$
These are `hs` and `hc`, multiplied by $k_0$, with `hsq` supplying the middle equality. The addition formulas give
$$k_0\cos\Phi=k_0\cos\theta\cos ka-k_0\sin\theta\sin ka=\kappa\cos ka-k\sin ka,$$
$$k_0\sin\Phi=k_0\cos\theta\sin ka+k_0\sin\theta\cos ka=\kappa\sin ka+k\cos ka .$$
Each `linear_combination` line performs the last substitution: it multiplies `hc` and `hs` by the stated factors and checks that the result is the goal. As $k_0>0$, the even condition is now $\cos\Phi=0$ and the s-wave condition is $\sin\Phi=0$.

```lean
/-- For a well of positive radius the phase increases strictly with `k` on `[0, k₀]`. -/
theorem phase_strictMonoOn (V₀ : ℝ) {a : ℝ} (ha : 0 < a) :
    StrictMonoOn (phase V₀ a) (Icc 0 (k₀ V₀)) := by
  intro x _ y _ hxy
  have hR : 0 ≤ k₀ V₀ := Real.sqrt_nonneg _
  have h1 : x / k₀ V₀ ≤ y / k₀ V₀ := by
    rw [div_eq_mul_inv, div_eq_mul_inv]
    exact mul_le_mul_of_nonneg_right hxy.le (inv_nonneg.mpr hR)
  have h2 : arcsin (x / k₀ V₀) ≤ arcsin (y / k₀ V₀) := Real.arcsin_le_arcsin h1
  have h3 : x * a < y * a := mul_lt_mul_of_pos_right hxy ha
  unfold phase
  linarith
```

`Icc 0 (k₀ V₀)` is the closed interval $[0,k_0]$, and the claim is that $x<y$ in it implies $\Phi(x)<\Phi(y)$. The arcsine term does not decrease (`h1`, `h2`), and the term $ka$ increases strictly because $a>0$ (`h3`). Their sum increases strictly.

```lean
/-- For `V₀ > 0` and `a > 0`, a value `t` is the phase of some on-shell pair exactly when `0 < t < k₀ a + π/2`. -/
theorem phase_value_iff {V₀ a : ℝ} (hV : 0 < V₀) (ha : 0 < a) (t : ℝ) :
    (∃ k κ, OnShell V₀ k κ ∧ phase V₀ a k = t) ↔ 0 < t ∧ t < k₀ V₀ * a + π / 2 := by
  have hR : 0 < k₀ V₀ := Real.sqrt_pos.2 (by linarith)
  have e0 : phase V₀ a 0 = 0 := by simp [phase]
  have e1 : phase V₀ a (k₀ V₀) = k₀ V₀ * a + π / 2 := by
    unfold phase
    rw [div_self hR.ne', Real.arcsin_one]
  constructor
  · rintro ⟨k, κ, h, ht⟩
    obtain ⟨hk, hkR, -⟩ := onShell_iff.1 h
    have hm := phase_strictMonoOn V₀ ha
    have h0 := hm ⟨le_rfl, hR.le⟩ ⟨hk.le, hkR.le⟩ hk
    have h1 := hm ⟨hk.le, hkR.le⟩ ⟨hR.le, le_rfl⟩ hkR
    constructor <;> linarith
  · rintro ⟨h0, h1⟩
    -- intermediate value theorem on (0, k₀)
    have hc : Continuous (phase V₀ a) :=
      (continuous_id.mul continuous_const).add
        (Real.continuous_arcsin.comp (continuous_id.div_const _))
    have hmem : t ∈ Ioo (phase V₀ a 0) (phase V₀ a (k₀ V₀)) := by
      rw [e0, e1]
      exact ⟨h0, h1⟩
    obtain ⟨k, hk, ht⟩ := intermediate_value_Ioo hR.le hc.continuousOn hmem
    exact ⟨k, _, onShell_iff.2 ⟨hk.1, hk.2, rfl⟩, ht⟩
```

`∃ k κ` reads "there exist $k$ and $\kappa$". For $V_0,a>0$, a real number $t$ is the phase of some on-shell pair exactly when $0<t<k_0a+\pi/2$. The end values are $\Phi(0)=0$ (`e0`) and $\Phi(k_0)=k_0a+\arcsin 1=k_0a+\pi/2$ (`e1`). If the pair is on shell, then $0<k<k_0$, and strict monotonicity puts $\Phi(k)$ strictly between the end values (`h0`, `h1`). Conversely $\Phi$ is continuous (`hc`), so `intermediate_value_Ioo`, the intermediate value theorem for open intervals `Ioo`, returns $k\in(0,k_0)$ with $\Phi(k)=t$. The partner is $\kappa=\sqrt{2V_0-k^2}$, on shell by `onShell_iff`.

## The matching conditions as values of the phase

```lean
/-- For `a > 0` and an on-shell pair, the even condition holds exactly when `Φ = (2m + 1) π/2` for a natural `m`. -/
theorem evenMatch_iff_phase {V₀ a k κ : ℝ} (ha : 0 < a) (h : OnShell V₀ k κ) :
    EvenMatch a k κ ↔ ∃ m : ℕ, phase V₀ a k = (2 * m + 1) * π / 2 := by
  obtain ⟨hk, hkR, -⟩ := onShell_iff.1 h
  have hR : 0 < k₀ V₀ := hk.trans hkR
  have hV : 0 < V₀ := by nlinarith [h.1, h.2.1, h.2.2]
  have hpos := ((phase_value_iff hV ha _).1 ⟨k, κ, h, rfl⟩).1
  have hid := (phase_identities a h).1
  unfold EvenMatch
  constructor
  · intro he
    have h0 : k₀ V₀ * cos (phase V₀ a k) = 0 := by linarith
    obtain ⟨n, hn⟩ := Real.cos_eq_zero_iff.1 ((mul_eq_zero.1 h0).resolve_left hR.ne')
    -- positivity of the phase excludes negative integers
    have h1 : (-1 : ℝ) < n := by nlinarith [Real.pi_pos]
    have h2 : (-1 : ℤ) < n := by exact_mod_cast h1
    obtain ⟨m, hm⟩ : ∃ m : ℕ, n = m := ⟨n.toNat, by omega⟩
    subst hm
    push_cast at hn
    exact ⟨m, by linarith⟩
  · rintro ⟨m, hm⟩
    have h0 : cos (phase V₀ a k) = 0 :=
      Real.cos_eq_zero_iff.2 ⟨(m : ℤ), by push_cast; linarith⟩
    rw [h0] at hid
    linarith
```

For $a>0$ and an on-shell pair, the even condition holds exactly when $\Phi=(2m+1)\pi/2$ for some $m=0,1,2,\dots$; Lean's `ℕ` starts at 0. If the condition holds, the first identity gives $k_0\cos\Phi=0$, so $\cos\Phi=0$, and `Real.cos_eq_zero_iff` yields an integer $n$ with $\Phi=(2n+1)\pi/2$. The phase is positive (`hpos`), so $n>-1$, and an integer above $-1$ is a natural number $m$. The tactic `omega` does this integer step, and the casts move $n$ between integers and reals. Conversely, at such a phase the cosine vanishes and the identity `hid` turns into the even condition.

```lean
/-- For `a > 0` and an on-shell pair, the s-wave condition holds exactly when `Φ = (m + 1) π` for a natural `m`. -/
theorem sWaveMatch_iff_phase {V₀ a k κ : ℝ} (ha : 0 < a) (h : OnShell V₀ k κ) :
    SWaveMatch a k κ ↔ ∃ m : ℕ, phase V₀ a k = (m + 1) * π := by
  obtain ⟨hk, hkR, -⟩ := onShell_iff.1 h
  have hR : 0 < k₀ V₀ := hk.trans hkR
  have hV : 0 < V₀ := by nlinarith [h.1, h.2.1, h.2.2]
  have hpos := ((phase_value_iff hV ha _).1 ⟨k, κ, h, rfl⟩).1
  have hid := (phase_identities a h).2
  unfold SWaveMatch
  constructor
  · intro he
    have h0 : k₀ V₀ * sin (phase V₀ a k) = 0 := by linarith
    obtain ⟨n, hn⟩ := Real.sin_eq_zero_iff.1 ((mul_eq_zero.1 h0).resolve_left hR.ne')
    have h1 : (0 : ℝ) < n := by nlinarith [Real.pi_pos]
    have h2 : (0 : ℤ) < n := by exact_mod_cast h1
    obtain ⟨m, hm⟩ : ∃ m : ℕ, n = m + 1 := ⟨(n - 1).toNat, by omega⟩
    subst hm
    push_cast at hn
    exact ⟨m, by linarith⟩
  · rintro ⟨m, hm⟩
    have h0 : sin (phase V₀ a k) = 0 :=
      Real.sin_eq_zero_iff.2 ⟨(m : ℤ) + 1, by push_cast; linarith⟩
    rw [h0] at hid
    linarith
```

The s-wave condition holds exactly when $\Phi=(m+1)\pi$ for a natural $m$. The argument is the same with the second identity: $\sin\Phi=0$ gives $\Phi=n\pi$ with integer $n$, positivity of $\Phi$ gives $n>0$, and so $n=m+1$. The lowest admissible phase is therefore $\pi/2$ for even states and $\pi$ for s-waves.

## The theorems

```lean
/-- For every depth `V₀ > 0` and radius `a > 0` the one-dimensional even condition has an
on-shell solution. -/
theorem even_solvable {V₀ a : ℝ} (hV : 0 < V₀) (ha : 0 < a) :
    ∃ k κ, OnShell V₀ k κ ∧ EvenMatch a k κ := by
  have hR : 0 < k₀ V₀ := Real.sqrt_pos.2 (by linarith)
  have hRa := mul_pos hR ha
  obtain ⟨k, κ, h, ht⟩ :=
    (phase_value_iff hV ha (π / 2)).2 ⟨by linarith [Real.pi_pos], by linarith⟩
  exact ⟨k, κ, h, (evenMatch_iff_phase ha h).2 ⟨0, by push_cast; linarith⟩⟩
```

For all $V_0>0$ (`hV`) and $a>0$ (`ha`) there is an on-shell pair that satisfies the even condition. The value $t=\pi/2$ obeys $0<\pi/2<k_0a+\pi/2$ because $k_0a>0$ (`hRa`). So some on-shell pair has phase $\pi/2$, which is the case $m=0$ of `evenMatch_iff_phase`.

```lean
/-- For radius `a > 0` the three-dimensional s-wave condition has an on-shell solution if and
only if `√(2 V₀) a > π/2`. -/
theorem sWave_solvable_iff {V₀ a : ℝ} (ha : 0 < a) :
    (∃ k κ, OnShell V₀ k κ ∧ SWaveMatch a k κ) ↔ π / 2 < k₀ V₀ * a := by
  constructor
  · rintro ⟨k, κ, h, hs⟩
    have hV : 0 < V₀ := by nlinarith [h.1, h.2.1, h.2.2]
    obtain ⟨m, hm⟩ := (sWaveMatch_iff_phase ha h).1 hs
    have h1 := ((phase_value_iff hV ha _).1 ⟨k, κ, h, hm⟩).2
    have h2 : 0 ≤ (m : ℝ) * π := by positivity
    linarith
  · intro hlt
    have hR : 0 < k₀ V₀ := by nlinarith [Real.pi_pos]
    have hV : 0 < V₀ := by
      have h2 : 0 < 2 * V₀ := Real.sqrt_pos.1 hR
      linarith
    obtain ⟨k, κ, h, ht⟩ := (phase_value_iff hV ha π).2 ⟨Real.pi_pos, by linarith⟩
    exact ⟨k, κ, h, (sWaveMatch_iff_phase ha h).2 ⟨0, by push_cast; linarith⟩⟩
```

For $a>0$, an on-shell s-wave solution exists if and only if $\pi/2<k_0a$. Suppose one exists. Then $\Phi=(m+1)\pi$ for some $m$, and
$$\pi\le(m+1)\pi<k_0a+\pi/2 ,$$
so $k_0a>\pi/2$; the facts `h1` and `h2` are the two inequalities. Suppose instead $k_0a>\pi/2$. Then $0<\pi<k_0a+\pi/2$, some on-shell pair has phase $\pi$, and this is $m=0$. No hypothesis $V_0>0$ appears, since each side implies it: the left through $2V_0=k^2+\kappa^2>0$, the right through $k_0>0$. In terms of the depth the threshold is $V_0>\pi^2/(8a^2)$.

```lean
/-- If `a > 0` and `√(2 V₀) a ≤ 3π/2`, any two on-shell solutions of the s-wave condition coincide. -/
theorem sWave_unique {V₀ a k κ k' κ' : ℝ} (ha : 0 < a) (hle : k₀ V₀ * a ≤ 3 * π / 2)
    (h : OnShell V₀ k κ) (hs : SWaveMatch a k κ)
    (h' : OnShell V₀ k' κ') (hs' : SWaveMatch a k' κ') : k = k' ∧ κ = κ' := by
  have hV : 0 < V₀ := by nlinarith [h.1, h.2.1, h.2.2]
  -- only the phase π is in reach
  have key : ∀ x y, OnShell V₀ x y → SWaveMatch a x y → phase V₀ a x = π := by
    intro x y hx hsx
    obtain ⟨m, hm⟩ := (sWaveMatch_iff_phase ha hx).1 hsx
    have h1 := ((phase_value_iff hV ha _).1 ⟨x, y, hx, hm⟩).2
    have h2 : (m : ℝ) < 1 := by nlinarith [Real.pi_pos]
    have h3 : m < 1 := by exact_mod_cast h2
    have h4 : m = 0 := by omega
    rw [hm, h4]
    simp
  obtain ⟨hk, hkR, hκ⟩ := onShell_iff.1 h
  obtain ⟨hk', hkR', hκ'⟩ := onShell_iff.1 h'
  have hkk : k = k' := (phase_strictMonoOn V₀ ha).injOn ⟨hk.le, hkR.le⟩ ⟨hk'.le, hkR'.le⟩
    ((key k κ h hs).trans (key k' κ' h' hs').symm)
  exact ⟨hkk, by rw [hκ, hκ', hkk]⟩

end

end SquareWellThreshold
```

If $a>0$ (`ha`) and $k_0a\le3\pi/2$ (`hle`), two on-shell s-wave solutions $(k,\kappa)$ and $(k',\kappa')$ are equal. Any solution has $(m+1)\pi<k_0a+\pi/2\le2\pi$, so $m<1$, $m=0$ and $\Phi=\pi$; this is `key`, applied to both pairs. A strictly increasing function is injective (`injOn`), so $k=k'$, and $\kappa=\sqrt{2V_0-k^2}$ gives $\kappa=\kappa'$. The theorem does not assert existence. Taken with `sWave_solvable_iff`, it leaves exactly one solution for $\pi/2<k_0a\le3\pi/2$.

```lean
#print axioms SquareWellThreshold.even_solvable
-- 'SquareWellThreshold.even_solvable' depends on axioms: [propext, Classical.choice, Quot.sound]
#print axioms SquareWellThreshold.sWave_solvable_iff
-- 'SquareWellThreshold.sWave_solvable_iff' depends on axioms: [propext, Classical.choice, Quot.sound]
#print axioms SquareWellThreshold.sWave_unique
-- 'SquareWellThreshold.sWave_unique' depends on axioms: [propext, Classical.choice, Quot.sound]
```

## Removing a hypothesis

With $a=0$ the even condition reads $\kappa=0$, which no on-shell pair satisfies, so the even statement fails without $a>0$. With $a=-1$, $k=\kappa=\pi/4$ and $V_0=\pi^2/16$, both sides of the s-wave condition equal $-\pi\sqrt2/8$ while $k_0a<0$, so the equivalence fails too. If $\kappa=0$ were allowed, then at $k_0a=\pi/2$ the pair $k=k_0$, $\kappa=0$ would solve the s-wave condition; it has $E=0$ and a constant, non-normalisable $u$ outside, and it is the strict $\kappa>0$ that makes the threshold strict. Without `hle`, take $k_0a=2\pi$: the phases $\pi$ and $2\pi$ both lie below $5\pi/2$, and they belong to two different values of $k$.

## Computing the levels

To find a level, choose the target $t=(2m+1)\pi/2$ or $t=(m+1)\pi$ and solve $f(k)=ka+\arcsin(k/k_0)-t=0$ by bisection on $[0,k_0]$. The end values $f(0)=-t$ and $f(k_0)=k_0a+\pi/2-t$ have opposite signs exactly when $t$ is in the range of `phase_value_iff`, and $f$ is increasing and free of the poles of $\tan ka$ and $\cot ka$. The energy is $E=k^2/2-V_0$. Two closed cases check such a routine at $a=1$. For $V_0=\pi^2/16$ the even root is $k=\kappa=\pi/4$, with $\theta=\pi/4$ and $\Phi=\pi/2$, while $k_0a\approx1.11<\pi/2$ leaves no s-wave root. For $V_0=9\pi^2/16$ the s-wave root is $k=\kappa=3\pi/4$ with $\Phi=\pi$, and $k_0a\approx3.33$ lies between $\pi/2$ and $3\pi/2$.
